# On a unit mesh, a B-spline of order $n\ge 3$ spreads charge with mean-square width $n/12$ at every particle position

## Charge on a line of mesh points

Let mesh points sit at the integers $k$, and let a unit charge sit at real $x$. Point $k$ receives the charge $M_n(x-k)$, where $M_1$ is the indicator of $[0,1)$ and, for $n\ge2$,

$$(n-1)M_n(y)=y\,M_{n-1}(y)+(n-y)\,M_{n-1}(y-1).$$

In this convention the spline is centred at $n/2$, not at zero, so the displacement from the centre is $u=x-k-n/2$. The question is whether the spread of the charge depends on where the particle sits between mesh points. For $n\ge3$ its mean square does not:

$$\sum_{k\in\mathbb Z}\Big(x-k-\frac n2\Big)^2M_n(x-k)=\frac n{12}.$$

The smooth particle-mesh Ewald method uses such weights; the result concerns one direction of an unbounded mesh.

## Lowering the order

Write $S_n[f]=\sum_k f(x-k)M_n(x-k)$, a sum with finitely many nonzero terms. Insert the recursion and replace $k$ by $k-1$ in its second term:

$$(n-1)S_n[f]=S_{n-1}[g],\qquad g(y)=y f(y)+(n-1-y)f(y+1).$$

The relabelling changes the prefactor as well as the argument of $f$. If $n-y$ is kept by mistake, $f=1$ gives $g=n$ instead of $n-1$, and the total charge is no longer one.

Take $f=a+bu+cu^2$ with $u=y-n/2$, and set $v=y-(n-1)/2$. Then $f(y)$ has $u=v-\tfrac12$, $f(y+1)$ has $u=v+\tfrac12$, and the prefactors are $\tfrac{n-1}2\pm v$. Multiplying out,

$$g=(n-1)\Big(a+\frac c4\Big)+(n-2)b\,v+(n-3)c\,v^2.$$

At $n=3$ the quadratic term vanishes. The next step, from order 2 to order 1, removes the linear term and leaves the constant $2(a+c/4)$. At order 1 all the charge sits on one point, so $S_3[f]=a+c/4$.

For $n\ge4$, assume $S_{n-1}[a'+b'v+c'v^2]=a'+c'(n-1)/12$. Then

$$S_n[f]=a+\frac c4+\frac{(n-3)c}{12}=a+\frac{cn}{12}.$$

Setting $a=b=0$, $c=1$ gives the width.

## Order two, and a quadratic potential

For $n=2$ and $f(y)=(y-1)^2$, one step gives $g(y)=y(y-1)^2+(1-y)y^2=y(1-y)$. The width is $t(1-t)$, with $t$ the fractional part of $x$, so the constant value fails at order 2.

For $\phi(z)=A+Bz+Cz^2$ sampled at $z=k+n/2=x-u$, expand $\phi(x-u)=\phi(x)-(B+2Cx)u+Cu^2$. For $n\ge3$ the interpolated value is $\phi(x)+Cn/12$.

## Fourth-order spreading in numbers

With $n=4$, a particle on a mesh point gives charges $\tfrac16,\tfrac23,\tfrac16$ at $u=1,0,-1$. Halfway between points it gives $\tfrac1{48},\tfrac{23}{48},\tfrac{23}{48},\tfrac1{48}$ at $u=\tfrac32,\tfrac12,-\tfrac12,-\tfrac32$. Both have mean square $\tfrac13$; for mesh spacing $h$ this is $h^2/3$.

In a periodic simulation box the mesh indices are folded. The formula still applies along each axis if the displacements are those taken before folding.

## The statement and proof in Lean

`bspline n` is $M_n$, with order zero set to zero by convention, and `meshSum n f x` is $S_n[f]$. In `spreading_width`, `hn` is the condition $n\ge3$, `x` is any real position, and `n / 2` is real division, so odd orders keep their half-integer centre.

```lean
import Mathlib

namespace BSplineSpreadingWidth

/-- The cardinal B-spline of order `n`: order one is the indicator of `[0,1)`, and higher orders
follow from `(n-1) M_n(x) = x M_(n-1)(x) + (n-x) M_(n-1)(x-1)`. Order zero is set to zero. -/
noncomputable def bspline : ℕ → ℝ → ℝ
  | 0, _ => 0
  | 1, x => if 0 ≤ x ∧ x < 1 then 1 else 0
  | n + 2, x =>
      (x * bspline (n + 1) x + ((n : ℝ) + 2 - x) * bspline (n + 1) (x - 1)) / ((n : ℝ) + 1)

/-- The sum over all mesh points `k` of a function `f` of the displacement `x - k`, weighted by
the charge that a unit particle at `x` spreads to `k`. -/
noncomputable def meshSum (n : ℕ) (f : ℝ → ℝ) (x : ℝ) : ℝ :=
  ∑' k : ℤ, f (x - k) * bspline n (x - k)

/-- A particle spreads charge to finitely many mesh points only. -/
theorem finite_mesh_points (n : ℕ) (x : ℝ) : {k : ℤ | bspline n (x - k) ≠ 0}.Finite := by
  induction n generalizing x with
  | zero => simp [bspline]
  | succ n ih =>
    cases n with
    | zero =>
      -- at order one only the mesh point at or just below the particle is charged
      refine (Set.finite_singleton ⌊x⌋).subset ?_
      intro k hk
      have hk' : bspline 1 (x - k) ≠ 0 := hk
      by_contra h
      apply hk'
      rw [bspline, if_neg]
      rintro ⟨h0, h1⟩
      exact h (Set.mem_singleton_iff.2
        (Int.floor_eq_iff.2 ⟨by linarith, by linarith⟩).symm)
    | succ n =>
      refine ((ih x).union (ih (x - 1))).subset ?_
      intro k hk
      have hk' : bspline (n + 2) (x - k) ≠ 0 := hk
      by_contra h
      simp only [Set.mem_union, Set.mem_ofPred_eq, ne_eq, not_or, not_not] at h
      apply hk'
      rw [bspline, h.1, sub_right_comm x (k : ℝ) 1, h.2]
      simp

/-- Any mesh function can be summed against the spread charge. -/
theorem summable_spread (n : ℕ) (x : ℝ) (g : ℤ → ℝ) :
    Summable fun k : ℤ => g k * bspline n (x - k) := by
  have h : ∀ k ∉ (finite_mesh_points n x).toFinset, g k * bspline n (x - k) = 0 := by
    intro k hk
    have h0 : bspline n (x - k) = 0 := by
      by_contra h1
      exact hk ((finite_mesh_points n x).mem_toFinset.2 h1)
    rw [h0, mul_zero]
  exact (hasSum_sum_of_ne_finset_zero h).summable

/-- At order one the whole charge sits on the mesh point at or just below the particle, so the mesh
sum is the value of `f` at the fractional part of the position. -/
theorem meshSum_one (f : ℝ → ℝ) (x : ℝ) : meshSum 1 f x = f (Int.fract x) := by
  unfold meshSum
  rw [tsum_eq_single ⌊x⌋]
  · have h : bspline 1 (x - ⌊x⌋) = 1 := by
      rw [bspline, if_pos]
      exact ⟨by linarith [Int.floor_le x], by linarith [Int.lt_floor_add_one x]⟩
    rw [h, mul_one, Int.self_sub_floor]
  · intro k hk
    have h : bspline 1 (x - k) = 0 := by
      rw [bspline, if_neg]
      rintro ⟨h0, h1⟩
      exact hk (Int.floor_eq_iff.2 ⟨by linarith, by linarith⟩).symm
    rw [h, mul_zero]

/-- Lowering the order: a mesh sum of order `n + 2` is a mesh sum of order `n + 1` of the function
`y f(y) + (n + 1 - y) f(y + 1)`, divided by `n + 1`. -/
theorem meshSum_succ (n : ℕ) (f : ℝ → ℝ) (x : ℝ) :
    meshSum (n + 2) f x =
      meshSum (n + 1) (fun y => y * f y + ((n : ℝ) + 1 - y) * f (y + 1)) x / ((n : ℝ) + 1) := by
  have s1 := summable_spread (n + 1) x (fun k => (x - k) * f (x - k))
  have s2 : Summable fun k : ℤ =>
      ((n : ℝ) + 2 - (x - k)) * f (x - k) * bspline (n + 1) (x - k - 1) := by
    have h := summable_spread (n + 1) (x - 1) (fun k => ((n : ℝ) + 2 - (x - k)) * f (x - k))
    simpa only [sub_right_comm x 1] using h
  have s3 := summable_spread (n + 1) x (fun k => ((n : ℝ) + 1 - (x - k)) * f (x - k + 1))
  -- relabel the mesh points by one in the second term of the recursion
  have hshift : ∑' k : ℤ, ((n : ℝ) + 2 - (x - k)) * f (x - k) * bspline (n + 1) (x - k - 1) =
      ∑' k : ℤ, ((n : ℝ) + 1 - (x - k)) * f (x - k + 1) * bspline (n + 1) (x - k) := by
    have h := (Equiv.subRight (1 : ℤ)).tsum_eq (fun k : ℤ =>
      ((n : ℝ) + 2 - (x - k)) * f (x - k) * bspline (n + 1) (x - k - 1))
    refine h.symm.trans (tsum_congr fun k => ?_)
    simp only [Equiv.subRight_apply, Int.cast_sub, Int.cast_one]
    have e : x - ((k : ℝ) - 1) = x - k + 1 := by ring
    rw [e, add_sub_cancel_right]
    ring
  unfold meshSum
  calc ∑' k : ℤ, f (x - k) * bspline (n + 2) (x - k)
      = ∑' k : ℤ, ((x - k) * f (x - k) * bspline (n + 1) (x - k) +
          ((n : ℝ) + 2 - (x - k)) * f (x - k) * bspline (n + 1) (x - k - 1)) / ((n : ℝ) + 1) :=
        tsum_congr fun k => by rw [bspline]; ring
    _ = _ := by
        rw [tsum_div_const, s1.tsum_add s2, hshift, ← s1.tsum_add s3]
        congr 1
        exact tsum_congr fun k => by ring

/-- For order `n ≥ 3`, the mesh sum of a quadratic `a + b u + c u²` in the centred displacement
`u = x - k - n/2` is `a + c n/12` at every particle position. -/
theorem meshSum_quadratic {n : ℕ} (hn : 3 ≤ n) (a b c x : ℝ) :
    meshSum n (fun y => a + b * (y - n / 2) + c * (y - n / 2) ^ 2) x = a + c * n / 12 := by
  obtain ⟨m, rfl⟩ := Nat.exists_eq_add_of_le' hn
  induction m generalizing a b c with
  | zero =>
    -- descend from order three to order one, where only a constant is left
    refine (meshSum_succ 1 _ x).trans ?_
    rw [show (1 + 1 : ℕ) = 0 + 2 from rfl, meshSum_succ 0,
      show (0 + 1 : ℕ) = 1 from rfl, meshSum_one]
    push_cast
    ring
  | succ m ih =>
    -- lowering the order maps centred quadratics to centred quadratics
    have h := ih ((a + c / 4) * ((m : ℝ) + 3)) (b * ((m : ℝ) + 2))
      (c * ((m : ℝ) + 1)) (by omega)
    refine (meshSum_succ (m + 2) _ x).trans ?_
    rw [div_eq_iff (by positivity)]
    refine Eq.trans ?_ (h.trans ?_)
    · refine congrArg (fun g => meshSum (m + 3) g x) (funext fun y => ?_)
      push_cast
      ring
    · push_cast
      ring

/-- The mean-square width of the charge spread by a B-spline of order `n ≥ 3`, taken about the
centre `n/2`, is `n/12` wherever the particle sits relative to the mesh. -/
theorem spreading_width {n : ℕ} (hn : 3 ≤ n) (x : ℝ) :
    ∑' k : ℤ, (x - k - n / 2) ^ 2 * bspline n (x - k) = (n : ℝ) / 12 := by
  have h := meshSum_quadratic hn 0 0 1 x
  calc ∑' k : ℤ, (x - k - n / 2) ^ 2 * bspline n (x - k)
      = meshSum n (fun y => 0 + 0 * (y - n / 2) + 1 * (y - n / 2) ^ 2) x :=
        tsum_congr fun k => by beta_reduce; ring
    _ = (n : ℝ) / 12 := by rw [h]; ring

/-- At order two the mean-square width is `t (1 - t)`, where `t` is the fractional part of the
particle position. -/
theorem spreading_width_order_two (x : ℝ) :
    ∑' k : ℤ, (x - k - 1) ^ 2 * bspline 2 (x - k) = Int.fract x * (1 - Int.fract x) := by
  refine (meshSum_succ 0 (fun y => (y - 1) ^ 2) x).trans ?_
  rw [show (0 + 1 : ℕ) = 1 from rfl, meshSum_one]
  push_cast
  ring

/-- A quadratic potential sampled at the shifted mesh points `k + n/2` and interpolated with a
B-spline of order `n ≥ 3` is reproduced up to the constant `C n/12`. -/
theorem interpolate_quadratic_potential {n : ℕ} (hn : 3 ≤ n) (A B C x : ℝ) :
    ∑' k : ℤ, (A + B * (k + n / 2) + C * (k + n / 2) ^ 2) * bspline n (x - k) =
      A + B * x + C * x ^ 2 + C * n / 12 := by
  -- expand the potential about the particle position
  have h := meshSum_quadratic hn (A + B * x + C * x ^ 2) (-(B + 2 * C * x)) C x
  refine Eq.trans (tsum_congr fun k => ?_) h
  beta_reduce
  ring

end BSplineSpreadingWidth
```

```lean
#print axioms BSplineSpreadingWidth.spreading_width
#print axioms BSplineSpreadingWidth.spreading_width_order_two
#print axioms BSplineSpreadingWidth.interpolate_quadratic_potential
```

```
'BSplineSpreadingWidth.spreading_width' depends on axioms: [propext, Classical.choice, Quot.sound]
'BSplineSpreadingWidth.spreading_width_order_two' depends on axioms: [propext, Classical.choice, Quot.sound]
'BSplineSpreadingWidth.interpolate_quadratic_potential' depends on axioms: [propext, Classical.choice, Quot.sound]
```

`finite_mesh_points` shows by induction on the order that only finitely many points are charged: each order draws only on the points charged at the previous order from $x$ and $x-1$. `summable_spread` follows, so the infinite sums `∑'` are genuine sums.

`meshSum_succ` is the lowering step, with its `n + 2` playing the role of $n$ above. `Equiv.subRight` relabels the mesh, and summability permits splitting and rejoining the sums. `meshSum_one` evaluates order 1 at the fractional part of $x$.

`meshSum_quadratic` runs the induction from order 3. The coefficients are generalised because each step changes them; in the inductive step the order is `m + 4`, so the factors $n-1,n-2,n-3$ appear as `m + 3`, `m + 2`, `m + 1`. `ring` checks the expansion of $g$. The width and the interpolation formula are then choices of coefficients, while `spreading_width_order_two` uses one lowering step directly.
